# The Lorenz number of a transmission step from zero at the Fermi level is $\pi^2/3-4(\log 2)^2$ in units of $(k_B/e)^2$

To estimate the electronic thermal conductance $\kappa$ of a ballistic contact at zero electric current from its electrical conductance $G$, one multiplies $G$ by the temperature $T$ and by a Lorenz number. The usual choice is the Sommerfeld value, $\pi^2/3$ in units of $(k_B/e)^2$. For non-interacting electrons in linear response, and a contact whose transmission jumps from zero to a constant exactly at the Fermi level, the factor is instead $\pi^2/3-4(\log 2)^2\approx 1.37$. The Sommerfeld value would then overestimate $\kappa$ by a factor of about 2.4.

## The thermal weight and the transport moments

```lean
import Mathlib

open MeasureTheory Set Filter Topology
open scoped Real

namespace LorenzStep

noncomputable section
```

In what follows, a `def` introduces a quantity. A `theorem` states a result before the sign `:=` and proves it after.

```lean
/-- The thermal weight `1 / (4 cosh² (x/2))` in the reduced energy `x = (E - μ)/(k_B T)`. -/
def thermalWeight (x : ℝ) : ℝ := 1 / (4 * Real.cosh (x / 2) ^ 2)
```

This is the function
$$w(x)=\frac{1}{4\cosh^2(x/2)},\qquad x=\frac{E-\mu}{k_BT},$$
where $E$ is the electron energy and $\mu$ the chemical potential. It selects the energies within a few $k_BT$ of $\mu$.

```lean
/-- Landauer transport moment of order `n` of a transmission `τ`, in the reduced energy. -/
def moment (τ : ℝ → ℝ) (n : ℕ) : ℝ := ∫ x, τ x * (x ^ n * thermalWeight x)
```

For a transmission $\tau$ and a natural number $n$, the moment is
$$K_n=\int_{-\infty}^{\infty}\tau(x)\,x^n\,w(x)\,dx .$$
The type `ℝ → ℝ` admits any real function as a transmission. Its argument is the reduced energy $x$, so $T$ and $\mu$ do not appear in the Lean code. With $f$ the Fermi function, the moments in ordinary energy units are
$$L_n=\int\tau\,(E-\mu)^n\left(-\frac{\partial f}{\partial E}\right)dE=(k_BT)^nK_n .$$

```lean
/-- Lorenz number in units of `(k_B/e)²`, with the thermal conductance taken at zero electric
current; its domain is a nonzero moment of order zero. -/
def reducedLorenz (τ : ℝ → ℝ) : ℝ :=
  moment τ 2 / moment τ 0 - (moment τ 1 / moment τ 0) ^ 2
```

The definition reads $K_2/K_0-(K_1/K_0)^2$. The file takes this formula as its starting point; it comes from the Landauer currents. Up to a common constant, a difference $\Delta\mu$ in electrochemical potential and a difference $\Delta T$ in temperature drive the particle and heat currents
$$J=L_0\,\Delta\mu+L_1\frac{\Delta T}{T},\qquad Q=L_1\,\Delta\mu+L_2\frac{\Delta T}{T}.$$
Thermal conductance is measured at $J=0$, so $\Delta\mu=-(L_1/L_0)\,\Delta T/T$ and $Q=(L_2-L_1^2/L_0)\,\Delta T/T$. With the same constant, $G$ is $e^2L_0$. Hence
$$\frac{\kappa}{TG}=\frac{1}{e^2T^2}\left[\frac{L_2}{L_0}-\left(\frac{L_1}{L_0}\right)^2\right]=\left(\frac{k_B}{e}\right)^2\left[\frac{K_2}{K_0}-\left(\frac{K_1}{K_0}\right)^2\right].$$
The subtracted term is the square of the Seebeck coefficient in units of $k_B/e$. Heat carried by phonons is left out.

```lean
/-- A transmission step of height `g` that opens at the Fermi level. -/
def step (g x : ℝ) : ℝ := if 0 < x then g else 0
```

The transmission is $g$ for $x>0$ and zero otherwise. A threshold at $\mu$ sits at $x=0$ for every temperature, so the resulting Lorenz number does not depend on $T$. The model describes a sharp first step: a smooth onset, a threshold away from $\mu$, or channels already open below it would be a different $\tau$.

## The weight as a derivative of the Fermi function

```lean
/-- The thermal weight written with exponentials. -/
theorem thermalWeight_eq (x : ℝ) :
    thermalWeight x = Real.exp x / (Real.exp x + 1) ^ 2 := by
  have h1 := Real.cosh_sq (x / 2)
  have h2 := Real.cosh_two_mul (x / 2)
  rw [show 2 * (x / 2) = x by ring, Real.cosh_eq x] at h2
  have h3 : 4 * Real.cosh (x / 2) ^ 2 = Real.exp x + 2 + Real.exp (-x) := by linarith
  have h4 : Real.exp x * Real.exp (-x) = 1 := by rw [← Real.exp_add]; simp
  rw [thermalWeight, h3, div_eq_div_iff (by positivity) (by positivity)]
  linear_combination -h4
```

The statement is $w(x)=e^x/(e^x+1)^2$. The double-angle formula gives $4\cosh^2(x/2)=2\cosh x+2=e^x+2+e^{-x}$, which is `h3`. Multiplying numerator and denominator by $e^x$ and using $e^xe^{-x}=1$, which is `h4`, gives the result.

```lean
/-- The thermal weight is minus the derivative of the Fermi occupation in the reduced energy. -/
theorem hasDerivAt_occupation (x : ℝ) :
    HasDerivAt (fun y => 1 / (Real.exp y + 1)) (-thermalWeight x) x := by
  have h : HasDerivAt (fun y => Real.exp y + 1) (Real.exp x) x :=
    (Real.hasDerivAt_exp x).add_const 1
  refine ((hasDerivAt_const x (1 : ℝ)).fun_div h (by positivity)).congr_deriv ?_
  rw [thermalWeight_eq]
  ring
```

`HasDerivAt F a x` says that the function `F` has derivative `a` at the point `x`. Here $f(x)=1/(e^x+1)$, and the quotient rule gives
$$f'(x)=-\frac{e^x}{(e^x+1)^2}=-w(x).$$
The cosh form is therefore the thermal broadening function $-f'(x)$.

```lean
/-- The Fermi occupation is at most the Boltzmann factor. -/
theorem occupation_le (x : ℝ) : 1 / (Real.exp x + 1) ≤ Real.exp (-x) := by
  rw [Real.exp_neg, ← one_div]
  exact one_div_le_one_div_of_le (Real.exp_pos x) (by linarith)
```

Since $e^x+1\ge e^x$, we have $f(x)\le e^{-x}$. This bound controls the limits at infinity below.

## Three integrals over positive energies

```lean
/-- The thermal weight integrates to `1/2` over positive reduced energies. -/
theorem integral_weight : ∫ x in Ioi (0 : ℝ), thermalWeight x = 1 / 2 := by
  have lim : Tendsto (fun x : ℝ => -(1 / (Real.exp x + 1))) atTop (𝓝 (-0)) :=
    Tendsto.neg (squeeze_zero (fun x => by positivity) occupation_le
      Real.tendsto_exp_neg_atTop_nhds_zero)
  rw [integral_Ioi_of_hasDerivAt_of_nonneg'
    (fun x _ => (hasDerivAt_occupation x).fun_neg.congr_deriv (neg_neg _))
    (fun x _ => by unfold thermalWeight; positivity) lim]
  norm_num
```

`Ioi 0` is the open half-line $(0,\infty)$. Because $-f$ is an antiderivative of $w$,
$$\int_0^\infty w\,dx=\bigl[-f(x)\bigr]_0^\infty=0+\tfrac12=\tfrac12 .$$
The limit at infinity is `lim`, obtained by squeezing $f$ between $0$ and $e^{-x}$. The Mathlib lemma in the `rw` step is the fundamental theorem of calculus on a half-line for a non-negative integrand.

```lean
/-- The first moment of the thermal weight over positive reduced energies is `log 2`. -/
theorem integral_mul_weight : ∫ x in Ioi (0 : ℝ), x * thermalWeight x = Real.log 2 := by
  -- an explicit antiderivative
  have der : ∀ x : ℝ, HasDerivAt
      (fun y => -(y * (1 / (Real.exp y + 1))) - Real.log (1 + Real.exp (-y)))
      (x * thermalWeight x) x := by
    intro x
    have he : HasDerivAt (fun y => 1 + Real.exp (-y)) (-Real.exp (-x)) x :=
      (((hasDerivAt_neg x).exp).const_add 1).congr_deriv (by ring)
    have h4 : Real.exp x * Real.exp (-x) = 1 := by rw [← Real.exp_add]; simp
    have hf : 1 / (Real.exp x + 1) = Real.exp (-x) / (1 + Real.exp (-x)) := by
      rw [div_eq_div_iff (by positivity) (by positivity)]
      linear_combination -h4
    refine (((hasDerivAt_id' x).fun_mul (hasDerivAt_occupation x)).fun_neg.fun_sub
      (he.log (by positivity))).congr_deriv ?_
    rw [hf]
    ring
  have l1 : Tendsto (fun x : ℝ => x * (1 / (Real.exp x + 1))) atTop (𝓝 0) := by
    have h := Real.tendsto_pow_mul_exp_neg_atTop_nhds_zero 1
    simp only [pow_one] at h
    refine squeeze_zero' ?_ ?_ h <;> filter_upwards [eventually_ge_atTop (0 : ℝ)] with x hx
    · positivity
    · exact mul_le_mul_of_nonneg_left (occupation_le x) hx
  have l2 : Tendsto (fun x : ℝ => Real.log (1 + Real.exp (-x))) atTop (𝓝 (Real.log (1 + 0))) :=
    (Real.tendsto_exp_neg_atTop_nhds_zero.const_add 1).log (by norm_num)
  rw [integral_Ioi_of_hasDerivAt_of_nonneg' (fun x _ => der x)
    (fun x hx => mul_nonneg (le_of_lt hx) (by unfold thermalWeight; positivity)) (l1.neg.sub l2)]
  norm_num
```

Integration by parts suggests the antiderivative
$$A(x)=-x f(x)-\log(1+e^{-x}).$$
Differentiating,
$$A'(x)=-f(x)+x\,w(x)+\frac{e^{-x}}{1+e^{-x}}=x\,w(x),$$
because the last fraction equals $f(x)$. This is `der`, with the identity for $f$ in `hf`. At infinity, $0\le xf(x)\le xe^{-x}\to0$ (`l1`) and $\log(1+e^{-x})\to\log 1=0$ (`l2`). At the lower end $A(0)=-\log 2$, so the integral is $\log 2$.

```lean
/-- The second moment of the thermal weight over positive reduced energies is `π²/6`. -/
theorem integral_sq_mul_weight :
    ∫ x in Ioi (0 : ℝ), x ^ 2 * thermalWeight x = π ^ 2 / 6 := by
  have cg : ∀ {f g : ℕ → ℝ} {a b : ℝ}, HasSum f a → (∀ n, g n = f n) → b = a → HasSum g b := by
    intro f g a b h h1 h2
    obtain rfl : g = f := funext h1
    exact h2 ▸ h
  have J : ∀ r : ℝ, 0 < r → ∫ x in Ioi (0 : ℝ), x ^ 2 * Real.exp (-(r * x)) = 2 / r ^ 3 := by
    intro r hr
    have h := Real.integral_rpow_mul_exp_neg_mul_Ioi (a := 3) (by norm_num) hr
    have e : ∀ x : ℝ, x ^ ((3 : ℝ) - 1) = x ^ 2 := fun x => by
      rw [show (3 : ℝ) - 1 = ((2 : ℕ) : ℝ) by norm_num, Real.rpow_natCast]
    have e3 : (1 / r) ^ (3 : ℝ) = (1 / r) ^ 3 := by
      rw [show (3 : ℝ) = ((3 : ℕ) : ℝ) by norm_num, Real.rpow_natCast]
    have hG : Real.Gamma 3 = 2 := by
      rw [show (3 : ℝ) = ((2 : ℕ) : ℝ) + 1 by norm_num, Real.Gamma_nat_eq_factorial]
      norm_num [Nat.factorial]
    simp only [e] at h
    rw [h, e3, hG]
    ring
  have I : ∀ n : ℕ, (n : ℝ) * ∫ x in Ioi (0 : ℝ), x ^ 2 * Real.exp (-(n * x))
      = 2 * (1 / (n : ℝ) ^ 2) := by
    intro n
    rcases Nat.eq_zero_or_pos n with rfl | hn
    · simp
    · have hn' : (0 : ℝ) < n := by exact_mod_cast hn
      rw [J n hn']
      field_simp
  let F : ℕ → ℝ → ℝ := fun n x => -((n : ℝ) * (-1) ^ n) * (x ^ 2 * Real.exp (-(n * x)))
  have hint : ∀ n, Integrable (F n) (volume.restrict (Ioi 0)) := by
    intro n
    rcases Nat.eq_zero_or_pos n with rfl | hn
    · simp [F]
    · have hn' : (0 : ℝ) < n := by exact_mod_cast hn
      refine Integrable.const_mul ?_ _
      by_contra hc
      have h := J n hn'
      rw [integral_undef hc] at h
      have : 0 < 2 / (n : ℝ) ^ 3 := by positivity
      linarith
  have hnorm : ∀ n, ∫ x in Ioi (0 : ℝ), ‖F n x‖ = 2 * (1 / (n : ℝ) ^ 2) := by
    intro n
    rw [← I n, ← integral_const_mul]
    congr 1
    funext x
    have c : ‖-((n : ℝ) * (-1) ^ n)‖ = n := by simp
    change ‖-((n : ℝ) * (-1) ^ n) * (x ^ 2 * Real.exp (-(n * x)))‖ = _
    rw [norm_mul, c, Real.norm_of_nonneg (by positivity)]
  -- termwise integration of the expansion in powers of -exp (-x)
  have hs := hasSum_integral_of_summable_integral_norm hint
    (by simp only [hnorm]; exact hasSum_zeta_two.summable.mul_left 2)
  have hpt : ∫ x in Ioi (0 : ℝ), ∑' n, F n x = ∫ x in Ioi (0 : ℝ), x ^ 2 * thermalWeight x := by
    refine setIntegral_congr_fun measurableSet_Ioi fun x hx => HasSum.tsum_eq ?_
    have hr : ‖-Real.exp (-x)‖ < 1 := by
      rw [norm_neg, Real.norm_of_nonneg (Real.exp_pos _).le, Real.exp_lt_one_iff]
      exact neg_lt_zero.2 hx
    have hw : thermalWeight x = Real.exp (-x) / (Real.exp (-x) + 1) ^ 2 := by
      rw [← thermalWeight_eq (-x)]
      simp [thermalWeight, neg_div]
    refine cg ((hasSum_coe_mul_geometric_of_norm_lt_one hr).mul_left (-x ^ 2)) (fun n => ?_) ?_
    · have hp : Real.exp (-(n * x)) = Real.exp (-x) ^ n := by
        rw [← Real.exp_nat_mul]
        congr 1
        ring
      change -((n : ℝ) * (-1) ^ n) * (x ^ 2 * Real.exp (-(n * x))) =
        -x ^ 2 * ((n : ℝ) * (-Real.exp (-x)) ^ n)
      rw [hp, neg_pow (Real.exp (-x)) n]
      ring
    · rw [hw, show 1 - -Real.exp (-x) = Real.exp (-x) + 1 by ring]
      ring
  -- the alternating sum, from the even terms of the sum of inverse squares
  have h1 : HasSum (fun k : ℕ => (1 + (-1 : ℝ) ^ (2 * k)) / ((2 * k : ℕ) : ℝ) ^ 2)
      (1 / 2 * (π ^ 2 / 6)) := by
    refine cg (hasSum_zeta_two.mul_left (1 / 2)) (fun k => ?_) rfl
    rw [pow_mul, neg_one_sq, one_pow]
    push_cast
    ring
  have h2 : HasSum (fun k : ℕ => (1 + (-1 : ℝ) ^ (2 * k + 1)) / ((2 * k + 1 : ℕ) : ℝ) ^ 2) 0 := by
    refine cg hasSum_zero (fun k => ?_) rfl
    rw [pow_succ, pow_mul, neg_one_sq, one_pow]
    simp
  have h3 : HasSum (fun n : ℕ => (1 + (-1 : ℝ) ^ n) / (n : ℝ) ^ 2) (1 / 2 * (π ^ 2 / 6) + 0) :=
    HasSum.even_add_odd h1 h2
  rw [hpt] at hs
  refine hs.unique (cg ((hasSum_zeta_two.sub h3).mul_left 2) (fun n => ?_) (by ring))
  change ∫ x in Ioi (0 : ℝ), -((n : ℝ) * (-1) ^ n) * (x ^ 2 * Real.exp (-(n * x))) =
    2 * (1 / (n : ℝ) ^ 2 - (1 + (-1 : ℝ) ^ n) / (n : ℝ) ^ 2)
  rw [integral_const_mul]
  linear_combination (-(-1 : ℝ) ^ n) * I n
```

For the second moment, a series replaces the antiderivative. Since $w$ is even, $w(x)=e^{-x}/(1+e^{-x})^2$. For $x>0$ we may put $z=-e^{-x}$ into $\sum_{n\ge1} n z^n=z/(1-z)^2$, which gives
$$w(x)=-\sum_{n\ge1}n(-1)^n e^{-nx}.$$
Multiply by $x^2$ and integrate each term with $\int_0^\infty x^2e^{-rx}dx=2/r^3$ for $r>0$:
$$\int_0^\infty x^2w\,dx=-2\sum_{n\ge1}\frac{(-1)^n}{n^2}.$$
Exchanging sum and integral is allowed because the integrals of the absolute values are $2/n^2$, which have a finite sum.

To evaluate the alternating series, write $-(-1)^n=1-\bigl(1+(-1)^n\bigr)$. The first part gives $\sum 1/n^2=\pi^2/6$. In the second only even $n=2k$ survive, giving $\sum_{k\ge1} 2/(2k)^2=\tfrac12\cdot\pi^2/6$. The difference is $\pi^2/12$, and the factor 2 yields $\pi^2/6$.

In the code, `J` is the integral with $2/r^3$, `I` is its version multiplied by $n$, and `F n` is the $n$-th term of the expansion. `hint` shows that each term is integrable, `hnorm` computes the integrals of the absolute values, and `hs` makes the exchange. `hpt` identifies the summed series with $x^2w(x)$. `h1` and `h2` treat the even and odd terms, `h3` joins them, and `hs.unique` equates the two values found for the same series. The helper `cg` transfers a known sum to a rewritten series. Lean's sums start at $n=0$. The additional term vanishes in the expansion `F n` because of its factor $n$, and in the sums of inverse squares by the convention $1/0=0$.

## The step compared with a flat transmission

```lean
/-- For a step at the Fermi level only positive reduced energies contribute to the moments. -/
theorem moment_step (g : ℝ) (n : ℕ) :
    moment (step g) n = g * ∫ x in Ioi (0 : ℝ), x ^ n * thermalWeight x := by
  rw [moment, ← integral_const_mul, ← integral_indicator measurableSet_Ioi]
  congr 1
  funext x
  by_cases hx : 0 < x
  · rw [indicator_of_mem (mem_Ioi.2 hx), step, if_pos hx]
  · rw [indicator_of_notMem (fun h => hx (mem_Ioi.1 h)), step, if_neg hx, zero_mul]
```

For the step,
$$K_n=g\int_0^\infty x^n w(x)\,dx .$$
The proof writes the half-line integral as an integral over all $x$ of a function set to zero outside $(0,\infty)$, then compares the integrands for $x>0$ and $x\le0$.

```lean
/-- A transmission step of nonzero height opening at the Fermi level has reduced Lorenz number
`π²/3 - 4 (log 2)²`, strictly below `π²/3`. -/
theorem lorenz_step {g : ℝ} (hg : g ≠ 0) :
    reducedLorenz (step g) = π ^ 2 / 3 - 4 * Real.log 2 ^ 2 ∧
      reducedLorenz (step g) < π ^ 2 / 3 := by
  have h : reducedLorenz (step g) = π ^ 2 / 3 - 4 * Real.log 2 ^ 2 := by
    simp only [reducedLorenz, moment_step, pow_zero, one_mul, pow_one, integral_weight,
      integral_mul_weight, integral_sq_mul_weight]
    rw [mul_div_mul_left _ _ hg, mul_div_mul_left _ _ hg]
    ring
  have hl : 0 < Real.log 2 := Real.log_pos (by norm_num)
  exact ⟨h, by rw [h]; linarith [pow_pos hl 2]⟩
```

The hypothesis `hg` says $g\neq0$: a closed contact has no conductance by which to divide. The sign `∧` means "and", so the theorem gives the value together with the strict inequality. The three integrals yield
$$K_0=\frac g2,\qquad K_1=g\log2,\qquad K_2=\frac{g\pi^2}{6},$$
and therefore
$$\frac{K_2}{K_0}-\left(\frac{K_1}{K_0}\right)^2=\frac{\pi^2}{3}-(2\log2)^2=\frac{\pi^2}{3}-4(\log2)^2 .$$
The `simp only` step inserts the integrals, and the two uses of `mul_div_mul_left` cancel $g$. The inequality follows from $\log2>0$. The whole reduction comes from the thermoelectric term, since $K_2/K_0$ alone is already $\pi^2/3$.

```lean
/-- A nonzero transmission independent of energy has the Sommerfeld value `π²/3` as its reduced
Lorenz number. -/
theorem lorenz_flat {g : ℝ} (hg : g ≠ 0) : reducedLorenz (fun _ => g) = π ^ 2 / 3 := by
  have hn : ∀ x, thermalWeight (-x) = thermalWeight x := fun x => by
    simp [thermalWeight, neg_div]
  have ha : ∀ x, thermalWeight |x| = thermalWeight x := by
    intro x
    rcases abs_choice x with h | h
    · rw [h]
    · rw [h, hn]
  -- even moments double, the odd one vanishes
  have i0 := integral_comp_abs (f := thermalWeight)
  have i1 := integral_neg_eq_self (fun x : ℝ => x * thermalWeight x) volume
  have i2 := integral_comp_abs (f := fun x => x ^ 2 * thermalWeight x)
  simp only [ha, integral_weight] at i0
  simp only [hn, neg_mul, integral_neg] at i1
  simp only [ha, sq_abs, integral_sq_mul_weight] at i2
  have i1' : ∫ x, x * thermalWeight x = 0 := by linarith
  simp only [reducedLorenz, moment, integral_const_mul, pow_zero, one_mul, pow_one, i0, i1', i2]
  rw [mul_div_mul_left _ _ hg, mul_div_mul_left _ _ hg]
  ring

end

end LorenzStep
```

For $\tau(x)=g$ at all energies, both half-lines contribute. The weight is even (`hn`), so the moments of order 0 and 2 are twice their half-line values:
$$K_0=g,\qquad K_1=0,\qquad K_2=\frac{g\pi^2}{3}.$$
The ratio is $\pi^2/3$, the Sommerfeld value. In the code, `i0` and `i2` perform the doubling by way of $|x|$. The substitution $x\to-x$ in `i1` shows that the first moment equals its own negative, so it is zero.

```lean
#print axioms LorenzStep.lorenz_step
#print axioms LorenzStep.lorenz_flat
```

```
'LorenzStep.lorenz_step' depends on axioms: [propext, Classical.choice, Quot.sound]
'LorenzStep.lorenz_flat' depends on axioms: [propext, Classical.choice, Quot.sound]
```
